# An interpolated SP2 step gives the exact electron number with occupations in [0, 1] when the trace error is at most the idempotency error

In an SP2 purification, each iteration replaces the density matrix X by X² or by 2X - X², which lowers or raises the electron number unless X is already idempotent. If an iterate has to contain exactly N electrons, the two polynomials can be mixed. One computes tr X and e = tr(X - X²), checks that e > 0 and |N - tr X| ≤ e, and forms

Y = X + c(X - X²), c = (N - tr X)/e.

Then tr Y = N, and all occupation numbers of Y lie between 0 and 1. This applies to a finite Hermitian one-particle density matrix X in an orthonormal basis, with occupation numbers between 0 and 1, in exact arithmetic; rounding and the truncation of small elements are not modelled.

## Matrices, electron number and mixing parameter

The finite type `n` labels the orthonormal basis functions, and matrices have complex entries. A real symmetric X is covered by reading it as a complex matrix; c is real, so Y is then real too.

In Lean 4 with Mathlib:

```lean
import Mathlib

open Matrix
open scoped ComplexOrder

namespace InterpolatedSP2

noncomputable section

variable {n : Type*} [Fintype n] [DecidableEq n]
```

The condition on X is that X and 1 - X are both positive semidefinite. In Mathlib, `PosSemidef` includes being Hermitian, so the two conditions together say that the eigenvalues of X lie in [0, 1]. This is the Pauli bound for spin orbitals, or for one spin channel at a time. Fractional occupations are allowed.

```lean
/-- An ensemble one-particle density matrix: both the matrix and its complement (the hole
density matrix) are positive semidefinite. -/
def IsEnsemble (X : Matrix n n ℂ) : Prop := X.PosSemidef ∧ (1 - X).PosSemidef
```

The update is defined for any real c.

```lean
/-- The interpolated purification step `X + c (X - X²)`. -/
def step (c : ℝ) (X : Matrix n n ℂ) : Matrix n n ℂ := X + (c : ℂ) • (X - X * X)
```

The electron number and e are defined as real parts of traces, which makes them real numbers that can be compared and divided. For the matrices considered here the imaginary parts vanish, as proved below. The target N is any real number.

```lean
/-- The electron number: the real part of the trace. -/
def electrons (X : Matrix n n ℂ) : ℝ := (trace X).re

/-- The idempotency error: the real part of the trace of `X - X²`. -/
def idemError (X : Matrix n n ℂ) : ℝ := (trace (X - X * X)).re

/-- The interpolation parameter: missing electrons divided by the idempotency error. -/
def mixing (N : ℝ) (X : Matrix n n ℂ) : ℝ := (N - electrons X) / idemError X
```

On a single occupation number x, the update acts as x ↦ x + c x(1 - x).

```lean
/-- The interpolated step acting on a single occupation number. -/
def occ (c x : ℝ) : ℝ := x + c * x * (1 - x)
```

## The update as a mixture of the two SP2 polynomials

Collecting the terms in X and X² gives

(1+c)/2 · (2X - X²) + (1-c)/2 · X² = (1+c)X - cX² = X + c(X - X²).

At c = 1 the update is 2X - X², and at c = -1 it is X². The two weights add up to 1, and both are non-negative exactly when |c| ≤ 1. The identity holds for every square matrix, and the tactic `module` checks it by comparing coefficients.

```lean
omit [DecidableEq n] in
/-- The interpolated step is the combination of the two SP2 branches `2X - X²` and `X²` with
weights `(1 + c)/2` and `(1 - c)/2`. -/
theorem step_eq_branches (c : ℝ) (X : Matrix n n ℂ) :
    step c X = (((1 + c) / 2 : ℝ) : ℂ) • ((2 : ℂ) • X - X * X)
      + (((1 - c) / 2 : ℝ) : ℂ) • (X * X) := by
  unfold step
  push_cast
  module
```

## Positivity of X - X²

In the eigenbasis of X the claim is x(1 - x) ≥ 0. A proof without diagonalisation uses the identity

X(1 - X)X + (1 - X)X(1 - X) = (X² - X³) + (X - 2X² + X³) = X - X².

Each product on the left has the form B†AB with A positive semidefinite and B Hermitian, so it is positive semidefinite, and so is the sum. In the code, `h1` and `h2` are these two products, and `noncomm_ring` verifies the identity.

```lean
/-- For an ensemble density matrix, `X - X²` is positive semidefinite. -/
theorem sub_sq_posSemidef {X : Matrix n n ℂ} (hX : IsEnsemble X) :
    (X - X * X).PosSemidef := by
  have h1 := hX.2.conjTranspose_mul_mul_same X
  have h2 := hX.1.conjTranspose_mul_mul_same (1 - X)
  rw [hX.1.isHermitian.eq] at h1
  rw [hX.2.isHermitian.eq] at h2
  -- split into a particle-hole-particle and a hole-particle-hole product
  have h : X - X * X = X * (1 - X) * X + (1 - X) * X * (1 - X) := by noncomm_ring
  rw [h]
  exact h1.add h2
```

## Occupations stay between 0 and 1 for |c| ≤ 1

The mixture formula writes Y as a sum of positive semidefinite matrices with non-negative weights:

Y = (1+c)/2 · [X + (X - X²)] + (1-c)/2 · X².

For the holes, 1 - (2X - X²) = (1 - X)² and 1 - X² = (1 - X) + (X - X²), so

1 - Y = (1+c)/2 · (1 - X)² + (1-c)/2 · [(1 - X) + (X - X²)].

The squares are positive semidefinite because X and 1 - X are Hermitian. The facts `hp` and `hm` record that the weights are non-negative, and the two bullets of the proof treat Y and 1 - Y in turn.

```lean
/-- An interpolated step with `|c| ≤ 1` maps ensemble density matrices to ensemble density
matrices. -/
theorem step_isEnsemble {X : Matrix n n ℂ} (hX : IsEnsemble X) {c : ℝ} (hc : |c| ≤ 1) :
    IsEnsemble (step c X) := by
  obtain ⟨hl, hu⟩ := abs_le.mp hc
  have hp : (0 : ℂ) ≤ (((1 + c) / 2 : ℝ) : ℂ) :=
    Complex.zero_le_real.mpr (by linarith)
  have hm : (0 : ℂ) ≤ (((1 - c) / 2 : ℝ) : ℂ) :=
    Complex.zero_le_real.mpr (by linarith)
  have hg := sub_sq_posSemidef hX
  have hs := posSemidef_conjTranspose_mul_self X
  have ht := posSemidef_conjTranspose_mul_self (1 - X)
  rw [hX.1.isHermitian.eq] at hs
  rw [hX.2.isHermitian.eq] at ht
  constructor
  · have h2 : (2 : ℂ) • X - X * X = X + (X - X * X) := by module
    rw [step_eq_branches, h2]
    exact ((hX.1.add hg).smul hp).add (hs.smul hm)
  · -- the hole matrix is the same kind of average with the branches exchanged
    have hsq : (1 - X) * (1 - X) = 1 - X - X + X * X := by noncomm_ring
    have h : 1 - step c X = (((1 + c) / 2 : ℝ) : ℂ) • ((1 - X) * (1 - X))
        + (((1 - c) / 2 : ℝ) : ℂ) • ((1 - X) + (X - X * X)) := by
      rw [hsq]
      unfold step
      push_cast
      module
    rw [h]
    exact (ht.smul hp).add ((hX.2.add hg).smul hm)
```

## The trace condition determines c

The trace of a Hermitian matrix equals its own complex conjugate, so it is real.

```lean
omit [DecidableEq n] in
/-- The trace of a Hermitian matrix is real. -/
theorem trace_real {A : Matrix n n ℂ} (hA : A.IsHermitian) :
    ((trace A).re : ℂ) = trace A := by
  have h : star (trace A) = trace A := by rw [← Matrix.trace_conjTranspose, hA.eq]
  exact Complex.conj_eq_iff_re.mp h
```

By linearity,

tr Y = tr X + c e.

Since e > 0, this equals N exactly when c = (N - tr X)/e. The assumption |N - tr X| ≤ e then gives |c| ≤ 1, and the positivity result applies.

The theorem has two parts. The first says that, for every real c, the full complex trace of the updated matrix equals N if and only if c is `mixing N X`. The second says that the matrix obtained with this c satisfies `IsEnsemble`. In the proof, `ht` is the linear trace formula, and the last lines turn the bound on N into |c| ≤ 1.

```lean
/-- Interpolated SP2 with exact trace: for an ensemble density matrix `X`, if the idempotency error
is positive and at least as large as the error in the electron number, then `mixing N X` is the only
parameter giving trace `N`, and the resulting matrix is an ensemble density matrix. -/
theorem interpolated_sp2 {X : Matrix n n ℂ} (hX : IsEnsemble X) {N : ℝ}
    (he : 0 < idemError X) (hN : |N - electrons X| ≤ idemError X) :
    (∀ c : ℝ, trace (step c X) = (N : ℂ) ↔ c = mixing N X) ∧
      IsEnsemble (step (mixing N X) X) := by
  constructor
  · intro c
    -- the trace is affine in the interpolation parameter
    have ht : trace (step c X) = ((electrons X + c * idemError X : ℝ) : ℂ) := by
      unfold step electrons idemError
      rw [Complex.ofReal_add, Complex.ofReal_mul, trace_real hX.1.isHermitian,
        trace_real (sub_sq_posSemidef hX).isHermitian, Matrix.trace_add, Matrix.trace_smul,
        smul_eq_mul]
    rw [ht, Complex.ofReal_inj, mixing, eq_div_iff he.ne']
    constructor <;> intro h <;> linarith
  · apply step_isEnsemble hX
    rw [mixing, abs_div, abs_of_pos he, div_le_one he]
    exact hN
```

Take X = diag(0.8, 0.4) and N = 1. Then tr X = 1.2, e = 0.16 + 0.24 = 0.40 and c = -0.2/0.40 = -0.5. The new occupations are 0.8 - 0.08 = 0.72 and 0.4 - 0.12 = 0.28, which add up to 1.

With N = 2 the bound on N is violated, since |N - tr X| = 0.8 > 0.40. Now c = 2, and the occupations become 1.12 and 0.88. The trace is right, but 1 - Y has a negative eigenvalue.

The condition e > 0 is what makes c unique. For X = diag(1, 0) and N = 1, e is zero and every c leaves X unchanged, with trace 1.

## Once the trace is correct, repeating the interpolated step changes nothing

Fixing the trace is not the same as purifying. If e > 0, then X - X² is not zero, so Y = X requires c = 0, which means tr X = N. The converse is immediate.

```lean
omit [DecidableEq n] in
/-- When the idempotency error is positive, the trace-correcting step leaves the matrix unchanged
exactly when its electron number is already `N`. -/
theorem step_stalls_iff {X : Matrix n n ℂ} {N : ℝ} (he : 0 < idemError X) :
    step (mixing N X) X = X ↔ electrons X = N := by
  have hne : X - X * X ≠ 0 := by
    intro h
    simp [idemError, h] at he
  rw [step, add_eq_left, smul_eq_zero, or_iff_left hne, Complex.ofReal_eq_zero, mixing,
    div_eq_zero_iff, or_iff_left he.ne', sub_eq_zero]
  exact eq_comm
```

The example shows the consequence. The matrix diag(0.72, 0.28) has trace 1, so a second step with N = 1 returns it unchanged, although it is far from idempotent. Its idempotency error is 0.4032, slightly above the initial 0.40. Repeating the step with N = 1 therefore never turns this matrix into a projector.

## Natural orbitals and the order of their occupations

If Xv = xv, then X²v = x²v, and therefore

Yv = [x + c x(1 - x)] v.

For nonzero v, this says that a natural orbital of X remains a natural orbital of Y, with its occupation changed by `occ`.

```lean
omit [DecidableEq n] in
/-- A natural orbital of `X` with occupation `x` is an eigenvector of the updated matrix with
eigenvalue `occ c x`. -/
theorem step_mulVec {X : Matrix n n ℂ} {v : n → ℂ} {x : ℝ} (c : ℝ)
    (h : X *ᵥ v = (x : ℂ) • v) : step c X *ᵥ v = (occ c x : ℂ) • v := by
  simp only [step, occ, Matrix.add_mulVec, Matrix.smul_mulVec, Matrix.sub_mulVec,
    ← Matrix.mulVec_mulVec, h, Matrix.mulVec_smul]
  push_cast
  module
```

For two occupations a < b in [0, 1],

occ(b) - occ(a) = (b - a)[1 + c(1 - a - b)].

Here 0 < a + b < 2, so |1 - a - b| < 1. With |c| ≤ 1 the bracket is positive, and the more occupied orbital stays the more occupied one. The proof establishes the sign of the bracket as `hpos` and multiplies it by b - a.

```lean
/-- For `|c| ≤ 1` the step preserves the strict order of occupation numbers in `[0, 1]`. -/
theorem occ_strictMonoOn {c : ℝ} (hc : |c| ≤ 1) : StrictMonoOn (occ c) (Set.Icc 0 1) := by
  intro a ha b hb hab
  have hs : |1 - a - b| < 1 := abs_lt.mpr ⟨by linarith [hb.2], by linarith [ha.1]⟩
  have hcs : |c * (1 - a - b)| ≤ |1 - a - b| := by
    rw [abs_mul]
    exact mul_le_of_le_one_left (abs_nonneg _) hc
  have hpos : 0 < 1 + c * (1 - a - b) := by
    linarith [(abs_lt.mp (lt_of_le_of_lt hcs hs)).1]
  have hprod := mul_pos (sub_pos.mpr hab) hpos
  unfold occ
  nlinarith [hprod]
```

## No larger |c| is safe for every density matrix

Uniformly occupied matrices x·1 are enough to test the range of c. In a basis with at least one function, such a matrix satisfies `IsEnsemble` exactly when 0 ≤ x ≤ 1. One direction reads off a diagonal element; the other scales the identity matrix.

```lean
omit [Fintype n] in
/-- In a nonempty basis, a uniformly occupied matrix `x · 1` is an ensemble density matrix exactly
when `0 ≤ x ≤ 1`. -/
theorem uniform_isEnsemble_iff [Nonempty n] (x : ℝ) :
    IsEnsemble ((x : ℂ) • (1 : Matrix n n ℂ)) ↔ 0 ≤ x ∧ x ≤ 1 := by
  have key : ∀ y : ℝ, ((y : ℂ) • (1 : Matrix n n ℂ)).PosSemidef ↔ 0 ≤ y := by
    intro y
    constructor
    · intro h
      have hd := h.diag_nonneg (i := Classical.arbitrary n)
      rw [Matrix.smul_apply, Matrix.one_apply_eq, smul_eq_mul, mul_one] at hd
      exact Complex.zero_le_real.mp hd
    · intro h
      exact Matrix.PosSemidef.one.smul (Complex.zero_le_real.mpr h)
  have h1 : 1 - (x : ℂ) • (1 : Matrix n n ℂ) = ((1 - x : ℝ) : ℂ) • 1 := by
    push_cast
    module
  rw [IsEnsemble, h1, key, key, sub_nonneg]
```

The update maps x·1 to occ(x)·1, so it suffices to find an x in [0, 1] whose image lies outside.

For c > 1, take x = (c+1)/(2c), which lies strictly between 0 and 1. Then cx = (c+1)/2 and

occ(x) = x + (c+1)/2 · (1 - x) = 1 + (c-1)/2 · (1 - x) > 1.

For c < -1, take x = 1 - t with t = (c-1)/(2c), again strictly between 0 and 1. Then ct = (c-1)/2 and

occ(x) = (1 - t)(1 + ct) = (1 - t)(c+1)/2 < 0.

The code argues by contradiction in the same two cases, with `nlinarith` supplying the inequalities.

```lean
/-- The bound on the parameter is sharp: the step preserves all ensemble density matrices of a
given nonzero size if and only if `|c| ≤ 1`. -/
theorem preserves_iff [Nonempty n] (c : ℝ) :
    (∀ X : Matrix n n ℂ, IsEnsemble X → IsEnsemble (step c X)) ↔ |c| ≤ 1 := by
  refine ⟨fun h => ?_, fun hc X hX => step_isEnsemble hX hc⟩
  -- test the step on uniformly occupied matrices
  have ho : ∀ x : ℝ, 0 ≤ x → x ≤ 1 → 0 ≤ occ c x ∧ occ c x ≤ 1 := by
    intro x h0 h1
    have hx := h _ ((uniform_isEnsemble_iff (n := n) x).mpr ⟨h0, h1⟩)
    have hs : step c ((x : ℂ) • (1 : Matrix n n ℂ)) = (occ c x : ℂ) • 1 := by
      simp only [step, occ, smul_mul_assoc, one_mul]
      push_cast
      module
    rw [hs] at hx
    exact (uniform_isEnsemble_iff _).mp hx
  rw [abs_le]
  constructor
  · by_contra hlt
    have hc : c < -1 := not_le.mp hlt
    have hc0 : c ≠ 0 := by linarith
    obtain ⟨t, ht⟩ : ∃ t : ℝ, c * t = (c - 1) / 2 :=
      ⟨(c - 1) / 2 / c, mul_div_cancel₀ _ hc0⟩
    have t0 : 0 < t := by by_contra h'; nlinarith
    have t1 : t < 1 := by by_contra h'; nlinarith
    have hy := (ho (1 - t) (by linarith) (by linarith)).1
    have he : occ c (1 - t) = (1 - t) * ((c + 1) / 2) := by
      unfold occ
      linear_combination (1 - t) * ht
    rw [he] at hy
    nlinarith [mul_pos (sub_pos.mpr t1) (show 0 < -1 - c by linarith)]
  · by_contra hlt
    have hc : 1 < c := not_le.mp hlt
    have hc0 : c ≠ 0 := by linarith
    obtain ⟨x, hx⟩ : ∃ x : ℝ, c * x = (c + 1) / 2 :=
      ⟨(c + 1) / 2 / c, mul_div_cancel₀ _ hc0⟩
    have x0 : 0 < x := by by_contra h'; nlinarith
    have x1 : x < 1 := by by_contra h'; nlinarith
    have hy := (ho x x0.le x1.le).2
    have he : occ c x = x + (c + 1) / 2 * (1 - x) := by rw [occ, hx]
    rw [he] at hy
    nlinarith [mul_pos (sub_pos.mpr x1) (sub_pos.mpr hc)]

end

end InterpolatedSP2
```

This equivalence concerns all density matrices of a given size at once. A particular X may tolerate a larger |c|: for the 1×1 matrix X = 1/2 and N = 1, one finds e = 1/4 and c = 2, and Y = 1 is still admissible. For a given X with e > 0, the test |N - tr X| ≤ e is thus sufficient but not necessary, and it needs only two traces and no eigenvalues.

```lean
#print axioms InterpolatedSP2.interpolated_sp2
-- 'InterpolatedSP2.interpolated_sp2' depends on axioms: [propext, Classical.choice, Quot.sound]
#print axioms InterpolatedSP2.step_mulVec
-- 'InterpolatedSP2.step_mulVec' depends on axioms: [propext, Classical.choice, Quot.sound]
#print axioms InterpolatedSP2.occ_strictMonoOn
-- 'InterpolatedSP2.occ_strictMonoOn' depends on axioms: [propext, Classical.choice, Quot.sound]
#print axioms InterpolatedSP2.preserves_iff
-- 'InterpolatedSP2.preserves_iff' depends on axioms: [propext, Classical.choice, Quot.sound]
```
